# A charged mixture with constant short-range stiffness responds neutrally as q → 0⁺

## Stiffness, charges and signs

A fluid of several charged species, such as an ionized gas of electrons and ions, is exposed to a weak static potential of wavenumber $q$. How do the densities respond when the wavelength becomes very long while the amplitude of the potential stays fixed?

Let $n_a$ be the Fourier amplitude of the density change of species $a$, $z_a$ its charge in units of $e$, and $v_a$ *minus* the external potential energy of one particle of that species. In Gaussian units with $e=1$, in three dimensions, the energy per volume (at nonzero temperature, the free energy) to second order is, up to a common factor,

$$E(n)=\tfrac12\,n^TKn+\tfrac12\,\frac{4\pi}{q^2}(z^Tn)^2-v^Tn .$$

The matrix $K$ collects every restoring force except the long-range Coulomb one: kinetic, entropic, exchange–correlation. Setting the gradient to zero gives

$$\Big(K+\frac{4\pi}{q^2}zz^T\Big)n=v,\qquad n=\chi(q)\,v,\qquad \chi(q)=\Big(K+\frac{4\pi}{q^2}zz^T\Big)^{-1}.$$

With this sign of $v$ the response matrix $\chi$ is positive; the usual textbook density response function is its negative.

$K$ is assumed real, symmetric and positive definite: any density change costs energy even without the long-range term, so the short-range part is stable on its own. Strong coupling can break this assumption: the electron gas at low density has a negative compressibility, and its $K$ at long wavelength is negative. It is also taken to be independent of $q$. A real fluid has a $K(q)$, and replacing it by a finite long-wavelength value is the step that the hypotheses do not supply. In an insulator $K(q)$ diverges as $q\to0$ and the replacement fails.

The species are labelled by a finite type `ι`.

```lean
import Mathlib

open Matrix Filter Topology

namespace ChargeNeutralResponse

noncomputable section

variable {ι : Type*} [Fintype ι] [DecidableEq ι]
```

The full stiffness is $K+(4\pi/q^2)\,zz^T$, where `vecMulVec z z` is the matrix $zz^T$.

```lean
/-- Stiffness matrix of a multicomponent charged fluid at wavenumber `q ≠ 0`: the short-range
part `K` plus the Coulomb interaction `4π/q²` between species with charges `z`. -/
def coulombStiffness (K : Matrix ι ι ℝ) (z : ι → ℝ) (q : ℝ) : Matrix ι ι ℝ :=
  K + (4 * Real.pi / q ^ 2) • vecMulVec z z
```

Write $s=z^TK^{-1}z$, in Lean `z ⬝ᵥ (K⁻¹ *ᵥ z)`. The candidate for the limit of $\chi(q)$ is

$$\chi_0=K^{-1}-\frac{K^{-1}zz^TK^{-1}}{s}.$$

```lean
/-- The matrix `K⁻¹ - K⁻¹ z zᵀ K⁻¹ / (zᵀ K⁻¹ z)`, for invertible `K` and `zᵀ K⁻¹ z ≠ 0`. -/
def neutralResponse (K : Matrix ι ι ℝ) (z : ι → ℝ) : Matrix ι ι ℝ :=
  K⁻¹ - (z ⬝ᵥ (K⁻¹ *ᵥ z))⁻¹ • (K⁻¹ * vecMulVec z z * K⁻¹)
```

## The denominator is positive

The inverse of a positive definite matrix is positive definite, so $s>0$ whenever $z\neq0$. Physically, $s$ is the charge response that is left when the term $4\pi/q^2$ is dropped and $K$ is kept. This is what "without Coulomb interaction" means in the comment below; exchange and correlation are still contained in $K$.

```lean
/-- For a positive definite stiffness and a nonzero charge vector, the charge response
`zᵀ K⁻¹ z` of the fluid without Coulomb interaction is positive. -/
theorem bare_charge_response_pos {K : Matrix ι ι ℝ} (hK : K.PosDef) {z : ι → ℝ} (hz : z ≠ 0) :
    0 < z ⬝ᵥ (K⁻¹ *ᵥ z) := by
  simpa only [star_trivial] using hK.inv.dotProduct_mulVec_pos hz
```

`K.PosDef` includes symmetry. The proof applies positivity of the quadratic form to `hK.inv`, the positive definiteness of $K^{-1}$.

## Exact response at finite wavenumber

Both $\chi(q)$ and $\chi_0$ will have the form $K^{-1}-d\,K^{-1}zz^TK^{-1}$ with a number $d$. Since $zz^Tw=(z^Tw)\,z$ for every vector $w$, such a matrix acts on a potential as

$$\big(K^{-1}-d\,K^{-1}zz^TK^{-1}\big)v=K^{-1}v-d\,(z^TK^{-1}v)\,K^{-1}z .$$

```lean
/-- A response matrix with a rank-one screening correction of strength `d`, applied to a
potential `v`, gives the bare density response minus a multiple of `K⁻¹ z`. -/
theorem screened_mulVec (K : Matrix ι ι ℝ) (z v : ι → ℝ) (d : ℝ) :
    (K⁻¹ - d • (K⁻¹ * vecMulVec z z * K⁻¹)) *ᵥ v
      = K⁻¹ *ᵥ v - (d * (z ⬝ᵥ (K⁻¹ *ᵥ v))) • (K⁻¹ *ᵥ z) := by
  have hZ : ∀ w : ι → ℝ, vecMulVec z z *ᵥ w = (z ⬝ᵥ w) • z := by
    intro w
    ext i
    simp only [Matrix.mulVec, dotProduct, vecMulVec_apply, Pi.smul_apply, smul_eq_mul,
      Finset.sum_mul]
    exact Finset.sum_congr rfl fun j _ => by ring
  rw [Matrix.sub_mulVec, Matrix.smul_mulVec, ← Matrix.mulVec_mulVec, ← Matrix.mulVec_mulVec,
    hZ, Matrix.mulVec_smul, smul_smul]
```

To find $d$ for $\chi(q)$, put $k=4\pi/q^2$ (a Coulomb coefficient, not a wavenumber) and $g=q^2/4\pi$, so that $kg=1$. Using $zz^TK^{-1}zz^T=s\,zz^T$,

$$(K+k\,zz^T)\big(K^{-1}-d\,K^{-1}zz^TK^{-1}\big)=1+(k-d-kds)\,zz^TK^{-1}.$$

The bracket vanishes for $d=1/(g+s)$, because $d+kds=dk(g+s)=k$. Hence

$$\chi(q)=K^{-1}-\frac{K^{-1}zz^TK^{-1}}{q^2/4\pi+s}.$$

```lean
/-- Exact static response at finite wavenumber `q > 0`, for positive definite `K`: the Coulomb
interaction subtracts a rank-one term with denominator `q²/4π + zᵀ K⁻¹ z`. -/
theorem inv_coulombStiffness {K : Matrix ι ι ℝ} (hK : K.PosDef) (z : ι → ℝ) {q : ℝ}
    (hq : 0 < q) :
    (coulombStiffness K z q)⁻¹ = K⁻¹ -
      (q ^ 2 / (4 * Real.pi) + z ⬝ᵥ (K⁻¹ *ᵥ z))⁻¹ • (K⁻¹ * vecMulVec z z * K⁻¹) := by
  have hs : 0 ≤ z ⬝ᵥ (K⁻¹ *ᵥ z) := by
    simpa only [star_trivial] using hK.inv.posSemidef.dotProduct_mulVec_nonneg z
  have hpi := Real.pi_pos
  have hg : 0 < q ^ 2 / (4 * Real.pi) := by positivity
  have h1 : K * K⁻¹ = 1 := Matrix.mul_nonsing_inv K hK.det_pos.ne'.isUnit
  have h2 : K * (K⁻¹ * vecMulVec z z * K⁻¹) = vecMulVec z z * K⁻¹ := by
    rw [← mul_assoc, ← mul_assoc, h1, one_mul]
  -- the rank-one matrix reproduces itself around K⁻¹
  have hZ : vecMulVec z z * K⁻¹ * vecMulVec z z = (z ⬝ᵥ (K⁻¹ *ᵥ z)) • vecMulVec z z := by
    rw [mul_assoc, Matrix.mul_vecMulVec, Matrix.vecMulVec_mul_vecMulVec]
    ext i j
    simp only [vecMulVec_apply, Matrix.smul_apply, Pi.smul_apply, smul_eq_mul]
    ring
  have h3 : vecMulVec z z * (K⁻¹ * vecMulVec z z * K⁻¹)
      = (z ⬝ᵥ (K⁻¹ *ᵥ z)) • (vecMulVec z z * K⁻¹) := by
    rw [← mul_assoc, ← mul_assoc, hZ, Matrix.smul_mul]
  unfold coulombStiffness
  apply Matrix.inv_eq_right_inv
  simp only [add_mul, mul_sub, Matrix.mul_smul, Matrix.smul_mul, h1, h2, h3]
  generalize z ⬝ᵥ (K⁻¹ *ᵥ z) = s at hs ⊢
  have e : (q ^ 2 / (4 * Real.pi) + s)⁻¹ * (q ^ 2 / (4 * Real.pi) + s) = 1 :=
    inv_mul_cancel₀ (by positivity)
  have c : 4 * Real.pi / q ^ 2 * (q ^ 2 / (4 * Real.pi)) = 1 := by field_simp
  generalize (q ^ 2 / (4 * Real.pi) + s)⁻¹ = d at e ⊢
  generalize q ^ 2 / (4 * Real.pi) = g at e c
  generalize 4 * Real.pi / q ^ 2 = k at c ⊢
  -- the coefficient of z zᵀ K⁻¹ cancels
  have hc : k - d - k * d * s = 0 := by linear_combination -k * e + d * c
  linear_combination (norm := module) hc • (vecMulVec z z * K⁻¹)
```

This is the Sherman–Morrison formula for the Coulomb term. The theorem allows $z=0$, since $g>0$ already keeps the denominator positive. In the proof, `hZ` is the identity $zz^TK^{-1}zz^T=s\,zz^T$, and `Matrix.inv_eq_right_inv` reduces the claim to the product above. The `generalize` lines then replace the scalars by the letters $s,d,g,k$, and `hc` is the vanishing bracket.

## The limit matrix as a response under neutrality

Suppose that density changes must carry no net charge. Minimising $\tfrac12n^TKn-v^Tn$ subject to $z^Tn=0$, with a Lagrange multiplier $\varphi$, gives

$$Kn+\varphi z=v,\qquad z^Tn=0 .$$

The first equation yields $n=K^{-1}v-\varphi K^{-1}z$. Multiplying by $z^T$ and using neutrality gives $\varphi=z^TK^{-1}v/s$, so

$$n=K^{-1}v-\frac{z^TK^{-1}v}{s}K^{-1}z=\chi_0v .$$

Conversely, this $n$ satisfies both equations with this $\varphi$.

```lean
/-- For positive definite `K` and `z ≠ 0`, the density `n` that `neutralResponse` assigns to a
potential `v` is the one with zero total charge that solves `K n + φ z = v` for some `φ`. -/
theorem neutralResponse_mulVec_eq_iff {K : Matrix ι ι ℝ} (hK : K.PosDef) {z : ι → ℝ}
    (hz : z ≠ 0) (v n : ι → ℝ) :
    neutralResponse K z *ᵥ v = n ↔ z ⬝ᵥ n = 0 ∧ ∃ φ : ℝ, K *ᵥ n + φ • z = v := by
  have hs := (bare_charge_response_pos hK hz).ne'
  have hu : IsUnit K.det := hK.det_pos.ne'.isUnit
  have hKK : ∀ w : ι → ℝ, K *ᵥ (K⁻¹ *ᵥ w) = w := fun w => by
    rw [Matrix.mulVec_mulVec, Matrix.mul_nonsing_inv K hu, Matrix.one_mulVec]
  have hKK' : ∀ w : ι → ℝ, K⁻¹ *ᵥ (K *ᵥ w) = w := fun w => by
    rw [Matrix.mulVec_mulVec, Matrix.nonsing_inv_mul K hu, Matrix.one_mulVec]
  unfold neutralResponse
  rw [screened_mulVec]
  constructor
  · rintro rfl
    refine ⟨?_, (z ⬝ᵥ (K⁻¹ *ᵥ z))⁻¹ * (z ⬝ᵥ (K⁻¹ *ᵥ v)), ?_⟩
    · rw [dotProduct_sub, dotProduct_smul, smul_eq_mul]
      linear_combination -(z ⬝ᵥ (K⁻¹ *ᵥ v)) * inv_mul_cancel₀ hs
    · rw [Matrix.mulVec_sub, Matrix.mulVec_smul, hKK, hKK, sub_add_cancel]
  · rintro ⟨hn, φ, rfl⟩
    -- neutrality fixes the potential φ
    have hφ : (z ⬝ᵥ (K⁻¹ *ᵥ z))⁻¹ * (φ * (z ⬝ᵥ (K⁻¹ *ᵥ z))) = φ := by
      linear_combination φ * inv_mul_cancel₀ hs
    rw [Matrix.mulVec_add, Matrix.mulVec_smul, hKK', dotProduct_add, hn, dotProduct_smul,
      smul_eq_mul, zero_add, hφ, add_sub_cancel_right]
```

The statement is an equivalence for every pair `v`, `n`, so it gives both existence and uniqueness of the constrained density. The multiplier `φ` acts on each species in proportion to its charge, as an electrostatic potential does. The first half of the proof inserts the explicit $\varphi$ and checks both equations. The second half substitutes $v=Kn+\varphi z$ into $\chi_0v$, and `hφ` recovers the multiplier.

Setting $n=0$ leaves only $\varphi z=v$. The potentials that produce no density change in the limit are therefore exactly the multiples of $z$, that is, purely electrostatic ones.

```lean
/-- For positive definite `K` and `z ≠ 0`, the potentials that `neutralResponse` sends to zero
density are exactly the multiples of the charge vector. -/
theorem neutralResponse_mulVec_eq_zero_iff {K : Matrix ι ι ℝ} (hK : K.PosDef) {z : ι → ℝ}
    (hz : z ≠ 0) (v : ι → ℝ) :
    neutralResponse K z *ᵥ v = 0 ↔ ∃ φ : ℝ, φ • z = v := by
  rw [neutralResponse_mulVec_eq_iff hK hz]
  simp only [dotProduct_zero, Matrix.mulVec_zero, zero_add, true_and]
```

For a single species, as in one-component jellium, every $v$ is a multiple of $z$ and $\chi_0=0$: no density change is neutral except zero.

## The long-wavelength limit

As $q\to0^+$, the denominator $q^2/4\pi+s$ tends to $s>0$, so its reciprocal tends to $1/s$. The matrices around it are constant, and therefore

$$\chi(q)\longrightarrow K^{-1}-\frac{K^{-1}zz^TK^{-1}}{s}=\chi_0,\qquad \chi_0z=0 .$$

```lean
/-- Long-wavelength limit: for positive definite `K` and `z ≠ 0`, the static response tends to
`K⁻¹ - K⁻¹ z zᵀ K⁻¹ / (zᵀ K⁻¹ z)` as `q → 0⁺`, and this limit annihilates `z`. -/
theorem tendsto_neutralResponse {K : Matrix ι ι ℝ} (hK : K.PosDef) {z : ι → ℝ} (hz : z ≠ 0) :
    Tendsto (fun q : ℝ => (coulombStiffness K z q)⁻¹) (𝓝[>] 0) (𝓝 (neutralResponse K z)) ∧
      neutralResponse K z *ᵥ z = 0 := by
  refine ⟨?_, (neutralResponse_mulVec_eq_zero_iff hK hz z).2 ⟨1, one_smul ℝ z⟩⟩
  have hs := (bare_charge_response_pos hK hz).ne'
  have hcont : Continuous fun q : ℝ => q ^ 2 / (4 * Real.pi) + z ⬝ᵥ (K⁻¹ *ᵥ z) := by fun_prop
  have h0 : Tendsto (fun q : ℝ => q ^ 2 / (4 * Real.pi) + z ⬝ᵥ (K⁻¹ *ᵥ z)) (𝓝[>] 0)
      (𝓝 (z ⬝ᵥ (K⁻¹ *ᵥ z))) := by
    have h := (hcont.tendsto 0).mono_left (nhdsWithin_le_nhds (s := Set.Ioi 0))
    rwa [zero_pow two_ne_zero, zero_div, zero_add] at h
  refine (tendsto_const_nhds.sub ((h0.inv₀ hs).smul_const _)).congr' ?_
  filter_upwards [self_mem_nhdsWithin] with q hq
  exact (inv_coulombStiffness hK z hq).symm
```

`Tendsto … (𝓝[>] 0) (𝓝 …)` is the limit through positive $q$, and convergence of matrices means convergence of every entry. The point $q=0$ is excluded, which matters because Lean's convention for division by zero would make the stiffness there equal to $K$. The proof obtains the limit of the closed formula from `h0.inv₀ hs`, then uses `congr'` to exchange that formula for the inverse matrix at each $q>0$. The annihilation of $z$ is the previous theorem with $\varphi=1$.

In a classical ionic fluid at temperature $T$, the correlations between the density fluctuations of species $a$ and $b$ at wavenumber $q$, per unit volume, equal $k_BT\,\chi_{ab}(q)$. Correlations from a simulation can therefore be compared with $\chi_0z=0$ at small $q$, as far as the assumptions on $K$ describe the fluid.

## How fast the charge response vanishes

The charge induced by a purely electrostatic perturbation is governed by $z^T\chi(q)z$. From the exact formula,

$$z^T\chi(q)z=s-\frac{s^2}{g+s}=\frac{gs}{g+s},\qquad \frac{4\pi}{q^2}\,z^T\chi(q)z=\frac{s}{g+s}\longrightarrow1 .$$

The charge response thus vanishes as $q^2/4\pi$, with a coefficient that does not depend on $K$.

```lean
/-- Perfect screening: for positive definite `K` and `z ≠ 0`, the charge response multiplied by
the Coulomb interaction `4π/q²` tends to one as `q → 0⁺`. -/
theorem perfect_screening {K : Matrix ι ι ℝ} (hK : K.PosDef) {z : ι → ℝ} (hz : z ≠ 0) :
    Tendsto (fun q : ℝ => 4 * Real.pi / q ^ 2 * (z ⬝ᵥ ((coulombStiffness K z q)⁻¹ *ᵥ z)))
      (𝓝[>] 0) (𝓝 1) := by
  have hs := bare_charge_response_pos hK hz
  have hcont : Continuous fun q : ℝ => q ^ 2 / (4 * Real.pi) + z ⬝ᵥ (K⁻¹ *ᵥ z) := by fun_prop
  have h0 := (hcont.tendsto 0).mono_left (nhdsWithin_le_nhds (s := Set.Ioi 0))
  rw [zero_pow two_ne_zero, zero_div, zero_add] at h0
  have h1 := (h0.inv₀ hs.ne').const_mul (z ⬝ᵥ (K⁻¹ *ᵥ z))
  rw [mul_inv_cancel₀ hs.ne'] at h1
  refine h1.congr' ?_
  filter_upwards [self_mem_nhdsWithin] with q hq
  have hq' : 0 < q := hq
  have hpi := Real.pi_pos
  rw [inv_coulombStiffness hK z hq', screened_mulVec, dotProduct_sub, dotProduct_smul,
    smul_eq_mul]
  generalize z ⬝ᵥ (K⁻¹ *ᵥ z) = s at hs ⊢
  have e : (q ^ 2 / (4 * Real.pi) + s)⁻¹ * (q ^ 2 / (4 * Real.pi) + s) = 1 :=
    inv_mul_cancel₀ (by positivity)
  have c : 4 * Real.pi / q ^ 2 * (q ^ 2 / (4 * Real.pi)) = 1 := by field_simp
  generalize (q ^ 2 / (4 * Real.pi) + s)⁻¹ = d at e ⊢
  generalize q ^ 2 / (4 * Real.pi) = g at e c
  generalize 4 * Real.pi / q ^ 2 = k at c ⊢
  linear_combination k * s * e - s * d * c
```

Perfect screening is meant here for the static linear response at constant $K$: the induced charge cancels the applied electrostatic potential completely in the limit. If an external charge is held fixed instead of a potential, $v$ grows as $1/q^2$, and the induced charge tends to minus the external one. In the proof, `h1` is the limit of $s/(g+s)$, and the closing `linear_combination` shows that this ratio equals the scaled charge response at each $q>0$.

## Two opposite charges

Take $K=\mathrm{diag}(a,b)$ with $a,b>0$ and $z=(1,-1)^T$. Then $K^{-1}z=(1/a,-1/b)^T$ and $s=1/a+1/b=(a+b)/(ab)$. The entries of $\chi_0$ are

$$\frac1a-\frac{1}{a^2}\frac{ab}{a+b}=\frac1{a+b},\qquad \frac1b-\frac{1}{b^2}\frac{ab}{a+b}=\frac1{a+b},\qquad 0+\frac1{ab}\frac{ab}{a+b}=\frac1{a+b},$$

the last being both off-diagonal ones. Neutrality forces the two densities to change by equal amounts, so their stiffnesses add.

```lean
/-- Two species with charges `+1` and `-1` and uncoupled stiffnesses `a, b > 0`: every entry of
`neutralResponse` equals `1/(a + b)`. -/
theorem neutralResponse_two_species {a b : ℝ} (ha : 0 < a) (hb : 0 < b) :
    neutralResponse !![a, 0; 0, b] ![1, -1] = (a + b)⁻¹ • !![1, 1; 1, 1] := by
  have ha' := ha.ne'
  have hb' := hb.ne'
  have hab : a + b ≠ 0 := (add_pos ha hb).ne'
  have hinv : (!![a, 0; 0, b])⁻¹ = !![a⁻¹, 0; 0, b⁻¹] := by
    apply Matrix.inv_eq_right_inv
    ext i j
    fin_cases i <;> fin_cases j <;> simp [Matrix.mul_apply, Fin.sum_univ_succ, ha', hb']
  have hs : ![1, -1] ⬝ᵥ (!![a⁻¹, 0; 0, b⁻¹] *ᵥ ![1, -1]) = (a + b) / (a * b) := by
    simp [Matrix.mulVec, dotProduct, Fin.sum_univ_succ]
    field_simp
    ring
  unfold neutralResponse
  have hZ : vecMulVec (![1, -1] : Fin 2 → ℝ) ![1, -1] = !![1, -1; -1, 1] := by
    ext i j
    rw [vecMulVec_apply]
    fin_cases i <;> fin_cases j <;> simp
  rw [hinv, hs, hZ]
  ext i j
  fin_cases i <;> fin_cases j <;>
    simp <;> field_simp <;> ring

end

end ChargeNeutralResponse
```

In Lean, `!![a, 0; 0, b]` is the diagonal stiffness and `![1, -1]` the charge vector. The facts `hinv`, `hs` and `hZ` supply $K^{-1}$, $s$ and $zz^T$, after which the four entries are compared one at a time.

```lean
#print axioms ChargeNeutralResponse.tendsto_neutralResponse
#print axioms ChargeNeutralResponse.perfect_screening
#print axioms ChargeNeutralResponse.neutralResponse_two_species
```

```
'ChargeNeutralResponse.tendsto_neutralResponse' depends on axioms: [propext, Classical.choice, Quot.sound]
'ChargeNeutralResponse.perfect_screening' depends on axioms: [propext, Classical.choice, Quot.sound]
'ChargeNeutralResponse.neutralResponse_two_species' depends on axioms: [propext, Classical.choice, Quot.sound]
```

## Numbers for a 2:1 mixture

Let $K=\mathrm{diag}(1,2)$ and $z=(2,-1)^T$. Then $K^{-1}z=(2,-\tfrac12)^T$, $s=\tfrac92$, and

$$\chi_0=\begin{pmatrix}1&0\\0&\tfrac12\end{pmatrix}-\frac29\begin{pmatrix}4&-1\\-1&\tfrac14\end{pmatrix}=\frac19\begin{pmatrix}1&2\\2&4\end{pmatrix},\qquad \chi_0z=0 .$$

A potential $v=(1,0)^T$ gives $n=(\tfrac19,\tfrac29)^T$: two particles of charge $-1$ accompany each particle of charge $+2$.

At the finite wavenumber with $q^2/4\pi=\tfrac12$, the stiffness and its inverse are

$$K+2zz^T=\begin{pmatrix}9&-4\\-4&4\end{pmatrix},\qquad \chi(q)=\frac1{20}\begin{pmatrix}4&4\\4&9\end{pmatrix}.$$

Here $z^T\chi(q)z=\tfrac9{20}$, and multiplying by $4\pi/q^2=2$ gives $0.9$, in agreement with $s/(g+s)=4.5/5$.
